# A density matrix minimises an energy with a quadratic density penalty exactly when it minimises the energy in the local potential set by its own density

On a finite set of sites, let the density matrices be the positive semidefinite complex matrices of trace one, with energy Re tr(TG) for an arbitrary complex matrix T. For k ≥ 0 and a real target density n, the theorem says that a density matrix G minimises the energy plus k times the summed squared deviation of its density from n exactly when it minimises the energy of T plus the local potential 2k(G_xx − n_x). This potential is held fixed at the density of G while the competing density matrices vary. The proof completes the square, so that the two energy differences from G differ by a non-negative term, which gives one direction at once. For the other, it supposes that some G' has lower energy in the potential, and shows that mixing a suitable fraction t of G' into G would lower the penalised energy.

As first written in Lean, the proof fails:

```lean
import Mathlib

open Matrix Filter
open scoped ComplexOrder

namespace MinimiserIffPotential

noncomputable section

/-- The density matrices on a finite set of sites: positive semidefinite, of trace one. -/
def densityMatrices (ι : Type*) [Fintype ι] : Set (Matrix ι ι ℂ) :=
  {G | G.PosSemidef ∧ G.trace = 1}

variable {ι : Type*} [Fintype ι]

/-- The site density: the real part of the diagonal entry of `G` at `x`. -/
def density (G : Matrix ι ι ℂ) (x : ι) : ℝ := (G x x).re

/-- The energy `Re tr(TG)`. -/
def energy (T G : Matrix ι ι ℂ) : ℝ := (T * G).trace.re

/-- The squared deviation of the density of `G` from the target `n`. -/
def densityError (n : ι → ℝ) (G : Matrix ι ι ℂ) : ℝ := ∑ x, (density G x - n x) ^ 2

/-- The energy plus `k` times the squared density error. -/
def penalised (T : Matrix ι ι ℂ) (n : ι → ℝ) (k : ℝ) (G : Matrix ι ι ℂ) : ℝ :=
  energy T G + k * densityError n G

variable [DecidableEq ι]

/-- A local potential `v` adds the sum of `v` times the density to the energy. -/
theorem energy_add_potential (T G : Matrix ι ι ℂ) (v : ι → ℝ) :
    energy (T + diagonal fun x => (v x : ℂ)) G = energy T G + ∑ x, v x * density G x := by
  simp only [energy, density, Matrix.add_mul, Matrix.trace, Matrix.diag_apply,
    Matrix.add_apply, Matrix.diagonal_mul, Complex.re_sum, Complex.add_re,
    Complex.re_ofReal_mul, Finset.sum_add_distrib]

/-- For `k ≥ 0`, a density matrix `G` minimises the penalised energy exactly when it minimises the
energy of `T` plus the local potential `2k (G_xx - n_x)`. -/
theorem minimiser_iff_potential (T : Matrix ι ι ℂ) (n : ι → ℝ) {k : ℝ} (hk : 0 ≤ k)
    {G : Matrix ι ι ℂ} (hG : G ∈ densityMatrices ι) :
    IsMinOn (penalised T n k) (densityMatrices ι) G ↔
      IsMinOn (energy (T + diagonal fun x => ((2 * k * (density G x - n x) : ℝ) : ℂ)))
        (densityMatrices ι) G := by
  -- completing the square around the density of `G`
  have key : ∀ G', penalised T n k G' - penalised T n k G =
      energy (T + diagonal fun x => ((2 * k * (density G x - n x) : ℝ) : ℂ)) G' -
      energy (T + diagonal fun x => ((2 * k * (density G x - n x) : ℝ) : ℂ)) G +
      k * densityError (density G) G' := fun G' => by
    rw [energy_add_potential, energy_add_potential]
    have h : k * densityError n G' - k * densityError n G =
        ∑ x, 2 * k * (density G x - n x) * density G' x -
        ∑ x, 2 * k * (density G x - n x) * density G x +
        k * densityError (density G) G' := by
      simp only [densityError, Finset.mul_sum, ← Finset.sum_sub_distrib,
        ← Finset.sum_add_distrib]
      exact Finset.sum_congr rfl fun x _ => by ring
    unfold penalised
    linarith
  generalize (T + diagonal fun x => ((2 * k * (density G x - n x) : ℝ) : ℂ)) = W at key ⊢
  have hS : ∀ G', 0 ≤ k * densityError (density G) G' := fun G' =>
    mul_nonneg hk (Finset.sum_nonneg fun x _ => sq_nonneg _)
  rw [isMinOn_iff, isMinOn_iff]
  refine ⟨fun h G' hG' => ?_, fun h G' hG' => by linarith [key G', hS G', h G' hG']⟩
  by_contra hcon
  have hd : 0 < energy W G - energy W G' := sub_pos.2 (not_le.1 hcon)
  have hc := hS G'
  -- a small admixture of `G'` would lower the penalised energy
  obtain ⟨t, ht0, ht1, ht⟩ : ∃ t : ℝ, 0 < t ∧ t ≤ 1 ∧
      t * (k * densityError (density G) G' + (energy W G - energy W G')) =
        energy W G - energy W G' :=
    ⟨(energy W G - energy W G') /
      (k * densityError (density G) G' + (energy W G - energy W G')),
      by positivity, (div_le_one (by positivity)).2 (by linarith),
      div_mul_cancel₀ _ (by positivity)⟩
  have hH : ((1 - t : ℝ) : ℂ) • G + (t : ℂ) • G' ∈ densityMatrices ι := by
    refine ⟨(hG.1.smul ?_).add (hG'.1.smul ?_), ?_⟩
    · exact_mod_cast sub_nonneg.2 ht1
    · exact_mod_cast ht0.le
    · simp [trace_add, trace_smul, hG.2, hG'.2]
  have hE : energy W (((1 - t : ℝ) : ℂ) • G + (t : ℂ) • G') =
      (1 - t) * energy W G + t * energy W G' := by
    simp only [energy, Matrix.mul_add, Matrix.mul_smul, trace_add, trace_smul, smul_eq_mul,
      Complex.add_re, Complex.re_ofReal_mul]
  have hD : densityError (density G) (((1 - t : ℝ) : ℂ) • G + (t : ℂ) • G') =
      t ^ 2 * densityError (density G) G' := by
    simp only [densityError, density, Matrix.add_apply, Matrix.smul_apply, smul_eq_mul,
      Complex.add_re, Complex.re_ofReal_mul, Finset.mul_sum]
    exact Finset.sum_congr rfl fun x _ => by ring
  have h1 := key (((1 - t : ℝ) : ℂ) • G + (t : ℂ) • G')
  have h2 := h _ hH
  rw [hE, hD] at h1
  have h3 : 0 < t * (t * (energy W G - energy W G')) := by positivity
  have h4 := congrArg (fun z => t * z) ht
  simp only at h4
  nlinarith

end

end MinimiserIffPotential
```

The compiler's answer:

```
Main.lean:95:2: error: `simp` made no progress
```

After these edits no error is left:

```diff
@@ -93,5 +93,5 @@
   have h3 : 0 < t * (t * (energy W G - energy W G')) := by positivity
   have h4 := congrArg (fun z => t * z) ht
-  simp only at h4
+
   nlinarith
 
```

Cause. The message says that `simp only at h4` found nothing to change in `h4`, which Lean treats as an error. The hypothesis comes from applying `congrArg` to the function `fun z => t * z` and the equation `ht`. With no lemmas listed, the call could still have served to carry out the function application, turning `(fun z => t * z) a` into `t * a` on each side. But Lean had already done this when it gave `h4` its type, so `h4` was simply `ht` with both sides multiplied by `t`, and there was nothing left to simplify.

The diff deletes the call and leaves a blank line in its place. `nlinarith` then gets `h4` in the form it needs, and closes the goal by combining it with `h1`, `h2` and `h3`. The mathematical argument is unchanged.
